# With nonnegative exchange integrals, turning the spins of a same-spin determinant never lowers its repulsion

In a non-collinear two-component calculation, each occupied spinor may have its own spin direction. Suppose that all spins start out parallel and are then turned individually, while the spatial orbitals stay fixed. How does the electron repulsion of the determinant respond?

In a general spinor the spin direction varies in space; here each spinor has a single direction. Orbital φ_i becomes φ_i ⊗ (cos t_i, sin t_i) with t_i real. Its spin lies in one plane, at angle 2t_i from the z axis, so t_i − t_j = π/2 means opposite spins. The finite type `X` labels an orthonormal one-electron basis, `ι` labels orbitals, and `P` labels fitting functions.

In Lean 4 with Mathlib:

```lean
import Mathlib

open ComplexConjugate

namespace SpinorRotationRepulsion

noncomputable section

variable {X ι P : Type*} [Fintype X] [Fintype P]
```

Orbitals are complex coefficient vectors, with overlap

    ⟨a, b⟩ = Σ_x conj(a(x)) b(x).

```lean
/-- The overlap of two one-electron functions given by their coefficients in an
orthonormal basis. -/
def overlap {Y : Type*} [Fintype Y] (a b : Y → ℂ) : ℂ := ∑ x, conj (a x) * b x
```

In a two-electron integral ⟨a b, g c d⟩, electron one goes from c to a and electron two from d to b. The tensor g is arbitrary, with no symmetry assumed.

```lean
/-- The two-electron integral `⟨a b, g c d⟩`; electron one is in `a` and `c`,
electron two in `b` and `d`. -/
def pairElement {Y : Type*} [Fintype Y] (g : Y → Y → Y → Y → ℂ) (a b c d : Y → ℂ) : ℂ :=
  ∑ x, ∑ y, ∑ x', ∑ y', conj (a x) * conj (b y) * g x y x' y' * c x' * d y'
```

The spinor multiplies the orbital by cos t in component 0 and by sin t in component 1.

```lean
/-- The two-component spinor `φ ⊗ (cos t, sin t)`. -/
def spinor (φ : X → ℂ) (t : ℝ) : X × Fin 2 → ℂ :=
  fun p => φ p.1 * ((if p.2 = 0 then Real.cos t else Real.sin t : ℝ) : ℂ)
```

The interaction is spin-free: it acts identically on all components and changes neither electron's component. This excludes spin-dependent two-electron terms, such as those that a picture-change transformation can generate.

```lean
/-- The interaction `g` spread identically over the components: it leaves the component
of each electron unchanged. -/
def spread (g : X → X → X → X → ℂ) :
    X × Fin 2 → X × Fin 2 → X × Fin 2 → X × Fin 2 → ℂ :=
  fun p q r s => if p.2 = r.2 ∧ q.2 = s.2 then g p.1 q.1 r.1 s.1 else 0
```

With direct integrals J_ij = ⟨φ_i φ_j, g φ_i φ_j⟩ and exchange integrals K_ij = ⟨φ_i φ_j, g φ_j φ_i⟩, the repulsion of a determinant is

    E = ½ Σ_ij Re(J_ij − K_ij),

where i and j run over the occupied set `occ`. This Slater–Condon expression is taken as the definition, not derived from an antisymmetrised wavefunction.

```lean
/-- The Slater–Condon expression for the electron repulsion of a determinant of orthonormal
occupied orbitals: half the sum of direct minus exchange integrals (real part). -/
def detRepulsion {Y : Type*} [Fintype Y] (g : Y → Y → Y → Y → ℂ) (occ : Finset ι)
    (φ : ι → Y → ℂ) : ℝ :=
  1 / 2 * ∑ i ∈ occ, ∑ j ∈ occ,
    (pairElement g (φ i) (φ j) (φ i) (φ j) - pairElement g (φ i) (φ j) (φ j) (φ i)).re
```

Density fitting approximates the interaction by g = Σ_p B_p ⊗ B_p.

```lean
/-- A density-fitted interaction: a sum of products of one-electron factors `B p`. -/
def fitted (B : P → X → X → ℂ) : X → X → X → X → ℂ :=
  fun x y x' y' => ∑ p, B p x x' * B p y y'
```

## The cosine factors

The Slater–Condon expression presupposes orthonormal spinors. Summing over components gives

    cos t_i cos t_j + sin t_i sin t_j = cos(t_i − t_j),

so the spinor overlap is ⟨φ_i, φ_j⟩ cos(t_i − t_j). For orthonormal orbitals this is 1 if i = j and 0 otherwise. In the proof, `key` is the product formula, and the case split finishes the argument.

```lean
/-- Orthonormal orbitals give orthonormal spinors, whatever the angles. -/
theorem spinor_orthonormal [DecidableEq ι] (φ : ι → X → ℂ) (t : ι → ℝ)
    (h : ∀ i j, overlap (φ i) (φ j) = if i = j then 1 else 0) (i j : ι) :
    overlap (spinor (φ i) (t i)) (spinor (φ j) (t j)) = if i = j then 1 else 0 := by
  have h10 : (1 : Fin 2) ≠ 0 := by decide
  -- the overlap acquires the factor `cos (t i - t j)`
  have key : overlap (spinor (φ i) (t i)) (spinor (φ j) (t j))
      = overlap (φ i) (φ j) * (Real.cos (t i - t j) : ℂ) := by
    simp only [overlap, Fintype.sum_prod_type, Fin.sum_univ_two, Finset.sum_mul]
    refine Finset.sum_congr rfl fun x _ => ?_
    simp only [spinor, h10, if_true, if_false, map_mul, Complex.conj_ofReal,
      Real.cos_sub, Complex.ofReal_add, Complex.ofReal_mul]
    ring
  rw [key, h]
  by_cases hij : i = j
  · subst hij
    simp
  · simp [hij]
```

In a two-electron integral the same component sum occurs once for each electron:

    ⟨a b, g c d⟩ → ⟨a b, g c d⟩ cos(α − γ) cos(β − δ),

where α, β, γ, δ are the angles of a, b, c, d. The proof expands the component sums, compares the summands label by label, and applies the cosine subtraction formula.

```lean
/-- Each two-electron integral over the spinors is the orbital integral times the cosine of
the angle difference for each electron. -/
theorem pairElement_spinor (g : X → X → X → X → ℂ) (a b c d : X → ℂ) (α β γ δ : ℝ) :
    pairElement (spread g) (spinor a α) (spinor b β) (spinor c γ) (spinor d δ)
      = pairElement g a b c d * ((Real.cos (α - γ) * Real.cos (β - δ) : ℝ) : ℂ) := by
  have h10 : (1 : Fin 2) ≠ 0 := by decide
  have h01 : (0 : Fin 2) ≠ 1 := by decide
  -- collect the component sums under the sums over basis labels
  simp only [pairElement, Fintype.sum_prod_type, Fin.sum_univ_two, ← Finset.sum_add_distrib]
  simp only [Finset.sum_mul]
  refine Finset.sum_congr rfl fun x _ => Finset.sum_congr rfl fun y _ =>
    Finset.sum_congr rfl fun x' _ => Finset.sum_congr rfl fun y' _ => ?_
  simp only [spread, spinor, h10, h01, and_true, and_false, and_self, if_true, if_false,
    map_mul, Complex.conj_ofReal, Real.cos_sub, Complex.ofReal_add, Complex.ofReal_mul]
  ring
```

For a direct integral γ = α and δ = β, so both cosines are 1.

```lean
/-- Direct integrals are the same over the spinors as over the orbitals. -/
theorem direct_spinor (g : X → X → X → X → ℂ) (a b : X → ℂ) (α β : ℝ) :
    pairElement (spread g) (spinor a α) (spinor b β) (spinor a α) (spinor b β)
      = pairElement g a b a b := by
  rw [pairElement_spinor]
  simp
```

For an exchange integral γ = β and δ = α. Since cosine is even, the factor is

    cos(α − β) cos(β − α) = cos²(α − β).

```lean
/-- Exchange integrals are multiplied by the squared cosine of the angle difference. -/
theorem exchange_spinor (g : X → X → X → X → ℂ) (a b : X → ℂ) (α β : ℝ) :
    pairElement (spread g) (spinor a α) (spinor b β) (spinor b β) (spinor a α)
      = pairElement g a b b a * ((Real.cos (α - β) ^ 2 : ℝ) : ℂ) := by
  rw [pairElement_spinor, ← neg_sub α β, Real.cos_neg, ← sq]
```

## The change in repulsion

Inserting both results and using cos² = 1 − sin² gives

    E(t) = ½ Σ_ij Re(J_ij − cos²(t_i − t_j) K_ij)
         = E + ½ Σ_ij sin²(t_i − t_j) Re K_ij.

The final `linear_combination` is this use of sin² + cos² = 1, term by term. The identity needs no sign condition.

```lean
/-- The determinant's repulsion changes by half the sum of the real parts of the exchange integrals,
each weighted with the squared sine of the angle difference. -/
theorem detRepulsion_spinor (g : X → X → X → X → ℂ) (occ : Finset ι) (φ : ι → X → ℂ)
    (t : ι → ℝ) :
    detRepulsion (spread g) occ (fun i => spinor (φ i) (t i))
      = detRepulsion g occ φ + 1 / 2 * ∑ i ∈ occ, ∑ j ∈ occ,
          Real.sin (t i - t j) ^ 2 * (pairElement g (φ i) (φ j) (φ j) (φ i)).re := by
  simp only [detRepulsion, direct_spinor, exchange_spinor]
  rw [← mul_add, ← Finset.sum_add_distrib]
  congr 1
  refine Finset.sum_congr rfl fun i _ => ?_
  rw [← Finset.sum_add_distrib]
  refine Finset.sum_congr rfl fun j _ => ?_
  rw [Complex.sub_re, Complex.sub_re, Complex.re_mul_ofReal]
  linear_combination (-(pairElement g (φ i) (φ j) (φ j) (φ i)).re) *
    Real.sin_sq_add_cos_sq (t i - t j)
```

If all angles equal τ, every sine vanishes and the repulsion is E.

```lean
/-- With one common angle for all spinors (same spin), the determinant has the repulsion
computed from the orbitals alone. -/
theorem detRepulsion_sameSpin (g : X → X → X → X → ℂ) (occ : Finset ι) (φ : ι → X → ℂ)
    (τ : ℝ) :
    detRepulsion (spread g) occ (fun i => spinor (φ i) τ) = detRepulsion g occ φ := by
  rw [detRepulsion_spinor g occ φ (fun _ => τ)]
  simp
```

Now let Re K_ij ≥ 0 for all occupied i and j; this is `hK`. Every term of the change is then nonnegative, so E(t) ≥ E. A sum of nonnegative terms vanishes only if each term does, so equality holds exactly when every occupied pair has sin(t_i − t_j) = 0 (parallel spins) or Re K_ij = 0.

Without a sign condition on exchange the inequality can fail. Take two basis functions as the orbitals, and let the only nonzero entries of g be g(1,2,2,1) = g(2,1,1,2) = −1. Then K_12 = K_21 = −1, and the repulsion falls from 1 for parallel spins to 0 for opposite spins. This g is a model interaction. The exact Coulomb repulsion has no negative exchange integrals, because 1/r is a positive definite kernel; that fact is not proved here.

```lean
/-- If the exchange integrals between occupied orbitals are nonnegative, turning the spinors
of a same-spin determinant to arbitrary angles never lowers its repulsion. The repulsion is
unchanged exactly when each occupied pair has zero exchange or zero sine of the angle
difference. -/
theorem sameSpin_repulsion_le (g : X → X → X → X → ℂ) (occ : Finset ι) (φ : ι → X → ℂ)
    (t : ι → ℝ) (τ : ℝ)
    (hK : ∀ i ∈ occ, ∀ j ∈ occ, 0 ≤ (pairElement g (φ i) (φ j) (φ j) (φ i)).re) :
    detRepulsion (spread g) occ (fun i => spinor (φ i) τ)
        ≤ detRepulsion (spread g) occ (fun i => spinor (φ i) (t i)) ∧
      (detRepulsion (spread g) occ (fun i => spinor (φ i) (t i))
          = detRepulsion (spread g) occ (fun i => spinor (φ i) τ) ↔
        ∀ i ∈ occ, ∀ j ∈ occ, Real.sin (t i - t j) = 0 ∨
          (pairElement g (φ i) (φ j) (φ j) (φ i)).re = 0) := by
  rw [detRepulsion_sameSpin, detRepulsion_spinor]
  have hterm : ∀ i ∈ occ, ∀ j ∈ occ,
      0 ≤ Real.sin (t i - t j) ^ 2 * (pairElement g (φ i) (φ j) (φ j) (φ i)).re :=
    fun i hi j hj => mul_nonneg (sq_nonneg _) (hK i hi j hj)
  have hrow := fun i hi => Finset.sum_nonneg (hterm i hi)
  have hsum := Finset.sum_nonneg hrow
  refine ⟨by linarith, fun h i hi j hj => ?_, fun h => ?_⟩
  · -- a vanishing sum of nonnegative terms vanishes term by term
    have h0 := (Finset.sum_eq_zero_iff_of_nonneg hrow).1 (by linarith) i hi
    have h1 := (Finset.sum_eq_zero_iff_of_nonneg (hterm i hi)).1 h0 j hj
    exact (mul_eq_zero.1 h1).imp_left fun h2 => (pow_eq_zero_iff two_ne_zero).1 h2
  · have h0 : ∑ i ∈ occ, ∑ j ∈ occ,
        Real.sin (t i - t j) ^ 2 * (pairElement g (φ i) (φ j) (φ j) (φ i)).re = 0 :=
      Finset.sum_eq_zero fun i hi => Finset.sum_eq_zero fun j hj => by
        rcases h i hi j hj with h1 | h1 <;> rw [h1] <;> ring
    rw [h0]
    ring
```

## Nonnegative exchange from density fitting

The condition holds for a fitted interaction with Hermitian factors B_p, as obtained from real fitting functions with a positive definite Coulomb metric. Put M_p = Σ_xx' conj(a(x)) B_p(x,x') b(x'). Then

    ⟨a b, g b a⟩ = Σ_p M_p conj(M_p) = Σ_p |M_p|² ≥ 0.

In the proof, `hfac` factorises the integral, and `hM` uses Hermiticity to identify the second factor as conj(M_p).

```lean
/-- For a density-fitted interaction with Hermitian factors, every exchange integral has
nonnegative real part. -/
theorem fitted_exchange_nonneg (B : P → X → X → ℂ)
    (hB : ∀ p x x', conj (B p x x') = B p x' x) (a b : X → ℂ) :
    0 ≤ (pairElement (fitted B) a b b a).re := by
  -- the integral factorises for each fitting function
  have hfac : pairElement (fitted B) a b b a
      = ∑ p, (∑ x, ∑ x', conj (a x) * B p x x' * b x') *
          (∑ y, ∑ y', conj (b y) * B p y y' * a y') := by
    simp only [pairElement, fitted, Finset.sum_mul_sum]
    simp only [Finset.mul_sum, Finset.sum_mul]
    symm
    refine Finset.sum_comm.trans (Finset.sum_congr rfl fun x _ => ?_)
    refine Finset.sum_comm.trans (Finset.sum_congr rfl fun y _ => ?_)
    refine Finset.sum_comm.trans (Finset.sum_congr rfl fun x' _ => ?_)
    refine Finset.sum_comm.trans (Finset.sum_congr rfl fun y' _ => ?_)
    refine Finset.sum_congr rfl fun p _ => ?_
    ring
  -- the two factors are complex conjugates
  have hM : ∀ p, ∑ y, ∑ y', conj (b y) * B p y y' * a y'
      = conj (∑ x, ∑ x', conj (a x) * B p x x' * b x') := by
    intro p
    simp only [map_sum, map_mul, Complex.conj_conj, hB]
    refine Finset.sum_comm.trans (Finset.sum_congr rfl fun x _ =>
      Finset.sum_congr rfl fun y _ => ?_)
    ring
  rw [hfac]
  simp only [hM, Complex.mul_conj, Complex.re_sum, Complex.ofReal_re]
  exact Finset.sum_nonneg fun _ _ => Complex.normSq_nonneg _

end

end SpinorRotationRepulsion
```

For a spin-free interaction with nonnegative exchange integrals, fixed orthonormal spatial orbitals and product spinors of this real form, the repulsion therefore favours parallel spins or is indifferent. A spin-free one-electron energy does not change when the spins are turned. Spin-dependent one-electron terms, such as the coupling of the spins to a magnetic field whose direction varies in space, or a change of the spatial orbitals may still favour another arrangement.

```lean
#print axioms SpinorRotationRepulsion.spinor_orthonormal
#print axioms SpinorRotationRepulsion.sameSpin_repulsion_le
#print axioms SpinorRotationRepulsion.fitted_exchange_nonneg
```

```
'SpinorRotationRepulsion.spinor_orthonormal' depends on axioms: [propext, Classical.choice, Quot.sound]
'SpinorRotationRepulsion.sameSpin_repulsion_le' depends on axioms: [propext, Classical.choice, Quot.sound]
'SpinorRotationRepulsion.fitted_exchange_nonneg' depends on axioms: [propext, Classical.choice, Quot.sound]
```
